# Two idempotent matrices with an invertible commutator each have rank half the dimension

To ask how much of a quantum state space two completely incompatible yes–no properties can occupy, one must first decide what counts as a projector. Here it is any complex square matrix with $P^2=P$, Hermitian or not, so oblique projectors are included. States are column vectors, not necessarily normalised. In Lean, `n` is the finite type that labels the basis, not a number; the dimension is `Fintype.card n`, written $d$ below.

```lean
import Mathlib

open Matrix

namespace IncompatibleProjectors

variable {n : Type*} [Fintype n] [DecidableEq n]
```

Write $C=PQ-QP$. "Completely incompatible" means that $C$ is invertible: for every nonzero state, the order in which the two projectors are applied matters. When $d>0$ this implies $C\neq 0$, but $C\neq 0$ does not in general imply it.

```lean
/-- The commutator `PQ - QP` of two matrices. -/
def comm (P Q : Matrix n n ℂ) : Matrix n n ℂ := P * Q - Q * P
```

A vector is called sharp for $P$ if $P$ fixes it or annihilates it. The zero vector qualifies, so the statements below exclude it explicitly. Reading sharpness as a certain measurement outcome also needs Hermitian projectors and the Born rule, which the hypotheses do not supply.

```lean
/-- The vector `v` is sharp for `P` if `P` either leaves it unchanged or annihilates it. -/
def Sharp (P : Matrix n n ℂ) (v : n → ℂ) : Prop := P *ᵥ v = v ∨ P *ᵥ v = 0
```

## (a) Moving a projector through the commutator

Let $P^2=P$ and let $Q$ be any matrix. Show that
$$CP=(1-P)C.$$

**Solution.** Expand both sides, using $P^2=P$:
$$CP=PQP-QP^2=PQP-QP,$$
$$(1-P)C=PQ-QP-P^2Q+PQP=PQP-QP.$$

In Lean, `IsIdempotentElem P` is the condition $P^2=P$. The auxiliary `h` is $P(PQ)=PQ$; `simp` expands the products and `abel` cancels the terms.

```lean
/-- The commutator of an idempotent `P` with any matrix `Q` carries `P` into the
complementary projector: `CP = (1 - P)C`. -/
theorem comm_mul_self {P : Matrix n n ℂ} (hP : IsIdempotentElem P) (Q : Matrix n n ℂ) :
    comm P Q * P = (1 - P) * comm P Q := by
  have h : P * (P * Q) = P * Q := by rw [← mul_assoc, hP.eq]
  simp only [comm, sub_mul, mul_sub, one_mul, mul_assoc, hP.eq, h]
  abel
```

## (b) Counting dimensions for a projector and its complement

For $P^2=P$, show that
$$\operatorname{rank}P+\operatorname{rank}(1-P)=d.$$

**Solution.** If $(1-P)v=0$, then $v=Pv$ lies in the range of $P$. Conversely, if $v=Pw$, then $Pv=P^2w=v$, so $(1-P)v=0$. Hence $\ker(1-P)=\operatorname{ran}P$, and rank–nullity for $1-P$ gives
$$\operatorname{rank}(1-P)+\operatorname{rank}P=d.$$

The equality of subspaces is `hk`, where `mulVecLin` is the matrix regarded as a linear map. Rank–nullity then enters as `h`.

```lean
/-- The ranks of an idempotent matrix and of its complement add up to the dimension of
the state space. -/
theorem rank_add_rank_compl {P : Matrix n n ℂ} (hP : IsIdempotentElem P) :
    P.rank + (1 - P).rank = Fintype.card n := by
  -- the states annihilated by the complement are those in the range of `P`
  have hk : LinearMap.ker (1 - P).mulVecLin = LinearMap.range P.mulVecLin := by
    ext v
    simp only [LinearMap.mem_ker, LinearMap.mem_range, Matrix.mulVecLin_apply,
      Matrix.sub_mulVec, Matrix.one_mulVec, sub_eq_zero]
    constructor
    · intro h
      exact ⟨v, h.symm⟩
    · rintro ⟨w, rfl⟩
      rw [Matrix.mulVec_mulVec, hP.eq]
  have h := LinearMap.finrank_range_add_finrank_ker (1 - P).mulVecLin
  rw [hk, Module.finrank_fintype_fun_eq_card] at h
  unfold Matrix.rank
  omega
```

## (c) The rank of one projector

Let $P^2=P$, and suppose $C$ is invertible for some matrix $Q$. Show that
$$d=2\operatorname{rank}P.$$

**Solution.** Multiplication by an invertible matrix preserves rank, so by (a)
$$\operatorname{rank}P=\operatorname{rank}(CP)=\operatorname{rank}\big((1-P)C\big)=\operatorname{rank}(1-P).$$
Part (b) now gives $2\operatorname{rank}P=d$. Nothing is asked of $Q$ beyond the invertibility of $C$.

`IsUnit` expresses invertibility. The outer two equalities in the chain are `h1` and `h2`, and `omega` does the final integer arithmetic.

```lean
/-- If an idempotent `P` has an invertible commutator with some matrix `Q`, then the
dimension of the state space is twice the rank of `P`. -/
theorem card_eq_two_mul_rank {P Q : Matrix n n ℂ} (hP : IsIdempotentElem P)
    (hC : IsUnit (comm P Q)) : Fintype.card n = 2 * P.rank := by
  have hd := (Matrix.isUnit_iff_isUnit_det _).mp hC
  -- multiplication by the invertible commutator preserves both ranks
  have h1 := Matrix.rank_mul_eq_right_of_isUnit_det (comm P Q) P hd
  have h2 := Matrix.rank_mul_eq_left_of_isUnit_det (comm P Q) (1 - P) hd
  rw [comm_mul_self hP, h2] at h1
  have h3 := rank_add_rank_compl hP
  omega
```

## (d) Both projectors

Let $P$ and $Q$ both be idempotent, with $C$ invertible. Show that
$$d=2\operatorname{rank}P=2\operatorname{rank}Q.$$

**Solution.** Part (c) gives the first equality. Exchanging the roles of the projectors replaces $C$ by $QP-PQ=-C$, which is also invertible, so (c) applies to $Q$.

For two Slater determinants in the same finite, non-orthogonal spin-orbital basis, the occupied-space projectors are density matrix times overlap matrix, idempotent but in general not Hermitian. Their commutator can be invertible only if the number of electrons is half the number of spin-orbital basis functions, each spatial function being counted once for each spin it is used with.

```lean
/-- If two idempotent matrices, not assumed Hermitian, have an invertible commutator, then
each has rank equal to half the dimension of the state space. -/
theorem half_of_state_space {P Q : Matrix n n ℂ} (hP : IsIdempotentElem P)
    (hQ : IsIdempotentElem Q) (hC : IsUnit (comm P Q)) :
    Fintype.card n = 2 * P.rank ∧ Fintype.card n = 2 * Q.rank := by
  refine ⟨card_eq_two_mul_rank hP hC, card_eq_two_mul_rank (Q := P) hQ ?_⟩
  have h : comm Q P = -comm P Q := by
    simp only [comm, neg_sub]
  rw [h]
  exact hC.neg
```

## (e) Factorising the commutator

For idempotent $P$ and $Q$, show that
$$C=(P-Q)(P+Q-1).$$

**Solution.** The right-hand side is
$$P^2+PQ-P-QP-Q^2+Q=PQ-QP,$$
because $P^2=P$ and $Q^2=Q$. Lean makes the same expansion.

```lean
/-- The commutator of two idempotent matrices factorises as `(P - Q)(P + Q - 1)`. -/
theorem comm_eq_mul {P Q : Matrix n n ℂ} (hP : IsIdempotentElem P)
    (hQ : IsIdempotentElem Q) : comm P Q = (P - Q) * (P + Q - 1) := by
  simp only [comm, sub_mul, mul_add, mul_sub, mul_one, hP.eq, hQ.eq]
  abel
```

## (f) Vectors on which the projectors agree

Suppose idempotent $P$ and $Q$ have no nonzero common sharp vector. Show that
$$Pu=Qu\quad\Longrightarrow\quad u=0.$$

**Solution.** Put $w=Pu=Qu$. Then $Pw=P^2u=w$ and $Qw=Q^2u=w$, so $w$ is sharp for both and must vanish. Now $Pu=Qu=0$, so $u$ is itself sharp for both, and $u=0$.

The two fixed-vector equations are `hPP` and `hQP`; `h0` records $w=0$.

```lean
omit [DecidableEq n] in
/-- If two idempotent matrices have no nonzero common sharp vector, then they act
differently on every nonzero vector. -/
theorem eq_zero_of_agree {P Q : Matrix n n ℂ} (hP : IsIdempotentElem P)
    (hQ : IsIdempotentElem Q) (h : ∀ v, Sharp P v → Sharp Q v → v = 0)
    {u : n → ℂ} (hu : P *ᵥ u = Q *ᵥ u) : u = 0 := by
  -- the common image is fixed by both projectors, hence zero
  have hPP : P *ᵥ (P *ᵥ u) = P *ᵥ u := by rw [Matrix.mulVec_mulVec, hP.eq]
  have hQP : Q *ᵥ (P *ᵥ u) = P *ᵥ u := by rw [hu, Matrix.mulVec_mulVec, hQ.eq]
  have h0 : P *ᵥ u = 0 := h _ (Or.inl hPP) (Or.inl hQP)
  exact h u (Or.inr h0) (Or.inr (hu.symm.trans h0))
```

## (g) Incompatibility in terms of states

For idempotent $P$ and $Q$, show that
$$C\text{ is invertible}\iff\text{the only common sharp vector is }0.$$

**Solution.** Let $C$ be invertible and $v$ sharp for both. Then $Pv=pv$ and $Qv=qv$ with $p,q\in\{0,1\}$, so $Cv=(pq-qp)v=0$ and $v=0$.

Conversely, suppose $0$ is the only common sharp vector and $Cz=0$. By (e), $P$ and $Q$ agree on $(P+Q-1)z$, so (f) gives $(P+Q-1)z=0$, that is, $Pz=(1-Q)z$. The matrix $1-Q$ is idempotent and has the same sharp vectors as $Q$, so (f) applies to $P$ and $1-Q$ and gives $z=0$. A square matrix with trivial kernel is invertible.

Lean phrases invertibility as injectivity, with $z=x-y$. The `rcases` line treats the four choices of $(p,q)$, and `h3` transfers the hypothesis to $1-Q$.

```lean
/-- The commutator of two idempotent matrices is invertible exactly when no nonzero vector
is sharp for both. -/
theorem isUnit_comm_iff {P Q : Matrix n n ℂ} (hP : IsIdempotentElem P)
    (hQ : IsIdempotentElem Q) :
    IsUnit (comm P Q) ↔ ∀ v, Sharp P v → Sharp Q v → v = 0 := by
  rw [← Matrix.mulVec_injective_iff_isUnit]
  constructor
  · intro hinj v hp hq
    apply hinj
    -- on a common sharp vector the two orders of testing agree
    rcases hp with hp | hp <;> rcases hq with hq | hq <;>
      simp [comm, Matrix.sub_mulVec, ← Matrix.mulVec_mulVec, hp, hq]
  · intro h x y hxy
    have h0 : comm P Q *ᵥ (x - y) = 0 := by
      rw [Matrix.mulVec_sub]
      exact sub_eq_zero.mpr hxy
    rw [comm_eq_mul hP hQ, ← Matrix.mulVec_mulVec, Matrix.sub_mulVec P Q,
      sub_eq_zero] at h0
    have h1 : (P + Q - 1) *ᵥ (x - y) = 0 := eq_zero_of_agree hP hQ h h0
    have h2 : P *ᵥ (x - y) = (1 - Q) *ᵥ (x - y) := by
      have e : P - (1 - Q) = P + Q - 1 := by abel
      rw [← sub_eq_zero, ← Matrix.sub_mulVec, e]
      exact h1
    -- a vector sharp for the complement of `Q` is sharp for `Q`
    have h3 : ∀ v, Sharp P v → Sharp (1 - Q) v → v = 0 := by
      intro v hp hq
      apply h v hp
      simp only [Sharp, Matrix.sub_mulVec, Matrix.one_mulVec, sub_eq_self,
        sub_eq_zero] at hq
      rcases hq with hq | hq
      · exact Or.inr hq
      · exact Or.inl hq.symm
    exact sub_eq_zero.mp (eq_zero_of_agree hP hQ.one_sub h3 h2)
```

## (h) Odd dimension

Let $d$ be odd and let $P$ and $Q$ be idempotent. Show that
$$\exists\,v\neq0:\quad Pv\in\{v,0\},\quad Qv\in\{v,0\}.$$

**Solution.** If there were no such $v$, then $C$ would be invertible by (g), and $d=2\operatorname{rank}P$ would be even by (c). This is a contradiction. The vector can be normalised afterwards, since rescaling preserves sharpness.

```lean
/-- In a state space of odd dimension, any two idempotent matrices have a nonzero common
sharp vector. -/
theorem exists_common_sharp_of_odd {P Q : Matrix n n ℂ} (hP : IsIdempotentElem P)
    (hQ : IsIdempotentElem Q) (hodd : Odd (Fintype.card n)) :
    ∃ v, v ≠ 0 ∧ Sharp P v ∧ Sharp Q v := by
  by_contra hn
  have hC : IsUnit (comm P Q) := (isUnit_comm_iff hP hQ).mpr
    (fun v hp hq => by_contra fun hv => hn ⟨v, hv, hp, hq⟩)
  have h := card_eq_two_mul_rank hP hC
  obtain ⟨k, hk⟩ := hodd
  omega
```

## (i) A completely incompatible pair in every even dimension

Split the space into two halves of equal dimension and set
$$P=\begin{pmatrix}1&0\\0&0\end{pmatrix},\qquad Q=\frac12\begin{pmatrix}1&1\\1&1\end{pmatrix},$$
where the entries are blocks. Show that both are idempotent and that
$$C=\frac12\begin{pmatrix}0&1\\-1&0\end{pmatrix}\quad\text{is invertible}.$$

**Solution.** Clearly $P^2=P$. The square of the all-ones block matrix is twice itself, so $Q^2=\tfrac14\cdot 2\cdot 2Q=Q$. Next,
$$PQ=\frac12\begin{pmatrix}1&1\\0&0\end{pmatrix},\qquad QP=\frac12\begin{pmatrix}1&0\\1&0\end{pmatrix},$$
and their difference is the stated $C$. Its inverse is
$$2\begin{pmatrix}0&-1\\1&0\end{pmatrix}.$$

The smallest nontrivial case is a qubit, with $P=|0\rangle\langle0|$ and $Q=|+\rangle\langle+|$, where $|+\rangle=(|0\rangle+|1\rangle)/\sqrt2$. Each projector has rank one, half of two.

In Lean the doubled space is indexed by `m ⊕ m`, and `fromBlocks` lists the blocks row by row. The commutator is computed in `hc`, and `hinv` checks the inverse.

```lean
/-- On a state space made of two equal halves, the projector on the first half and the
projector on equal superpositions of the halves are idempotent with invertible commutator. -/
theorem half_of_state_space_witness (m : Type*) [Fintype m] [DecidableEq m] :
    IsIdempotentElem (fromBlocks 1 0 0 0 : Matrix (m ⊕ m) (m ⊕ m) ℂ) ∧
    IsIdempotentElem ((1 / 2 : ℂ) • (fromBlocks 1 1 1 1 : Matrix (m ⊕ m) (m ⊕ m) ℂ)) ∧
    IsUnit (comm (fromBlocks 1 0 0 0 : Matrix (m ⊕ m) (m ⊕ m) ℂ)
      ((1 / 2 : ℂ) • fromBlocks 1 1 1 1)) := by
  refine ⟨?_, ?_, ?_⟩
  · simp [IsIdempotentElem, fromBlocks_multiply]
  · have hb : ((1 / 2 : ℂ) * (1 / 2)) • ((1 : Matrix m m ℂ) + 1) = (1 / 2 : ℂ) • 1 := by
      module
    unfold IsIdempotentElem
    rw [smul_mul_smul_comm, fromBlocks_multiply, fromBlocks_smul, fromBlocks_smul]
    simp only [mul_one]
    rw [hb]
  · have hK : (fromBlocks 1 0 0 0 : Matrix (m ⊕ m) (m ⊕ m) ℂ) * fromBlocks 1 1 1 1
        - fromBlocks 1 1 1 1 * fromBlocks 1 0 0 0 = fromBlocks 0 1 (-1) 0 := by
      simp [sub_eq_add_neg, fromBlocks_neg, fromBlocks_add, fromBlocks_multiply]
    have hc : comm (fromBlocks 1 0 0 0 : Matrix (m ⊕ m) (m ⊕ m) ℂ)
        ((1 / 2 : ℂ) • fromBlocks 1 1 1 1) = (1 / 2 : ℂ) • fromBlocks 0 1 (-1) 0 := by
      rw [comm, mul_smul_comm, smul_mul_assoc, ← smul_sub, hK]
    -- the commutator is half a quarter turn, undone by twice the reverse turn
    have hinv : comm (fromBlocks 1 0 0 0 : Matrix (m ⊕ m) (m ⊕ m) ℂ)
        ((1 / 2 : ℂ) • fromBlocks 1 1 1 1) * ((2 : ℂ) • fromBlocks 0 (-1) 1 0) = 1 := by
      rw [hc, smul_mul_smul_comm, fromBlocks_multiply]
      simp [fromBlocks_one]
    exact (Matrix.isUnit_iff_isUnit_det _).mpr (Matrix.isUnit_det_of_right_inverse hinv)

end IncompatibleProjectors
```

```lean
#print axioms IncompatibleProjectors.half_of_state_space
-- 'IncompatibleProjectors.half_of_state_space' depends on axioms: [propext, Classical.choice, Quot.sound]
#print axioms IncompatibleProjectors.exists_common_sharp_of_odd
-- 'IncompatibleProjectors.exists_common_sharp_of_odd' depends on axioms: [propext, Classical.choice, Quot.sound]
```
